# Concavity of the free-fermion entropy in the correlation matrix, with its equality case

Take two modes and one fermion, placed either in the orbital $(1,0)$ or in $(1,1)/\sqrt2$. The correlation matrices $C_1$ and $C_2$ are the projectors onto these orbitals. Their eigenvalues are 0 and 1, so both have zero entropy. The equal mixture $\tfrac12(C_1+C_2)$ has eigenvalues $\lambda_\pm=\tfrac12(1\pm 1/\sqrt2)$ and positive entropy. In the eigenvectors of the mixture, $C_1$ and $C_2$ both have occupations $\lambda_\pm$: each matrix looks partly filled in a frame that does not diagonalise it.

The general proof uses this frame for any finite set of modes. Write $h(p)=-p\ln p-(1-p)\ln(1-p)$ for the binary entropy, with $h(0)=h(1)=0$.

In Lean 4 with Mathlib:

```lean
import Mathlib

open Matrix Finset

namespace FreeFermionEntropyConcavity

noncomputable section

variable {n : Type*} [Fintype n] [DecidableEq n] {C C₁ C₂ : Matrix n n ℂ}
```

The occupation of an orbital $x$ is $\langle x,Cx\rangle=\sum_{k,l}\bar x_k C_{kl}x_l$, which corresponds to the convention $C_{kl}=\langle c_l^\dagger c_k\rangle$. `occupation` takes its real part and records that it is real-linear in $C$.

```lean
/-- The occupation `⟨x, C x⟩` of the orbital `x`, as a real-linear functional of the
correlation matrix `C`. -/
def occupation (x : n → ℂ) : Matrix n n ℂ →ₗ[ℝ] ℝ where
  toFun C := (star x ⬝ᵥ C *ᵥ x).re
  map_add' A B := by simp [Matrix.add_mulVec, dotProduct_add]
  map_smul' r A := by simp [Matrix.smul_mulVec, dotProduct_smul]
```

The condition $0\le C\le I$ expresses the Pauli principle: $C$ is Hermitian and $0\le\langle x,Cx\rangle\le\langle x,x\rangle$ for every $x$, normalised or not.

```lean
/-- A free-fermion correlation matrix: Hermitian with `0 ≤ C ≤ I`. -/
structure IsCorrelation (C : Matrix n n ℂ) : Prop where
  herm : C.IsHermitian
  nonneg : ∀ x, 0 ≤ occupation x C
  le_one : ∀ x, occupation x C ≤ occupation x 1
```

With eigenvalues $\lambda_j$ of $C$, the entropy is $S(C)=\sum_j h(\lambda_j)$, in natural units. This is the entropy of the number-conserving Gaussian state with correlation matrix $C$; the file works with the matrices and does not construct Fock space. When the state of the whole system is pure and of this Gaussian kind, the entanglement entropy of a subsystem can be computed this way: restrict $C$ to the subsystem, diagonalise, and sum $h$. In a numerical calculation, eigenvalues that rounding has pushed slightly outside $[0,1]$ can be clipped first.

```lean
/-- The free-fermion entropy: the sum of binary entropies of the eigenvalues of `C`. -/
def entropy (h : IsCorrelation C) : ℝ := ∑ i, Real.binEntropy (h.herm.eigenvalues i)
```

Let $W$ be unitary. Its $i$-th column is the orbital $w_i$, with components $W_{ki}$.

```lean
/-- The `i`-th orbital of a unitary frame, that is, its `i`-th column. -/
def orbital (W : Matrix.unitaryGroup n ℂ) (i : n) : n → ℂ := fun k => (W : Matrix n n ℂ) k i
```

Let $U$ be the unitary matrix whose columns $u_j$ are the eigenvectors of $C$.

```lean
/-- The matrix whose columns are the orthonormal eigenvectors of `C`. -/
def modes (hC : C.IsHermitian) : Matrix n n ℂ := hC.eigenvectorUnitary
```

The squared overlaps are $o_{ij}=|(W^\dagger U)_{ij}|^2=|\langle w_i,u_j\rangle|^2$.

```lean
/-- The squared overlap of the `i`-th orbital of `W` with the `j`-th eigenvector of `C`. -/
def overlap (hC : C.IsHermitian) (W : Matrix.unitaryGroup n ℂ) (i j : n) : ℝ :=
  Complex.normSq (((W : Matrix n n ℂ)ᴴ * modes hC) i j)
```

They divide the entropy among the orbitals of $W$, with shares $s_i(C)=\sum_j o_{ij}h(\lambda_j)$.

```lean
/-- The share of the entropy of `C` carried by the `i`-th orbital of `W`: the binary entropies
of the eigenvalues weighted by the squared overlaps. -/
def orbitalEntropy (h : IsCorrelation C) (W : Matrix.unitaryGroup n ℂ) (i : n) : ℝ :=
  ∑ j, overlap h.herm W i j * Real.binEntropy (h.herm.eigenvalues j)
```

## Occupations in an arbitrary frame

For $0\le t\le1$, put $C=tC_1+(1-t)C_2$. It is Hermitian, and linearity gives
$$\langle x,Cx\rangle=t\langle x,C_1x\rangle+(1-t)\langle x,C_2x\rangle,$$
which lies between $0$ and $\langle x,x\rangle$.

```lean
/-- A statistical mixture of two correlation matrices is a correlation matrix. -/
theorem IsCorrelation.mix (h₁ : IsCorrelation C₁) (h₂ : IsCorrelation C₂) {t : ℝ}
    (ht0 : 0 ≤ t) (ht1 : t ≤ 1) : IsCorrelation (t • C₁ + (1 - t) • C₂) where
  herm := by
    unfold Matrix.IsHermitian
    rw [Matrix.conjTranspose_add, Matrix.conjTranspose_smul, Matrix.conjTranspose_smul,
      h₁.herm.eq, h₂.herm.eq, star_trivial, star_trivial]
  nonneg x := by
    rw [map_add, map_smul, map_smul, smul_eq_mul, smul_eq_mul]
    exact add_nonneg (mul_nonneg ht0 (h₁.nonneg x))
      (mul_nonneg (sub_nonneg.2 ht1) (h₂.nonneg x))
  le_one x := by
    rw [map_add, map_smul, map_smul, smul_eq_mul, smul_eq_mul]
    nlinarith [mul_le_mul_of_nonneg_left (h₁.le_one x) ht0,
      mul_le_mul_of_nonneg_left (h₂.le_one x) (sub_nonneg.2 ht1)]
```

Since $\langle w_i,w_i\rangle=(W^\dagger W)_{ii}=1$, every occupation $\langle w_i,Cw_i\rangle$ lies in $[0,1]$.

```lean
/-- Every orbital of a unitary frame has an occupation between zero and one. -/
theorem occupation_mem_Icc (h : IsCorrelation C) (W : Matrix.unitaryGroup n ℂ) (i : n) :
    occupation (orbital W i) C ∈ Set.Icc (0 : ℝ) 1 := by
  have hW : (W : Matrix n n ℂ)ᴴ * (W : Matrix n n ℂ) = 1 := Matrix.mem_unitaryGroup_iff'.mp W.2
  have h1 : occupation (orbital W i) (1 : Matrix n n ℂ) = 1 := by
    change (((W : Matrix n n ℂ)ᴴ * ((1 : Matrix n n ℂ) * (W : Matrix n n ℂ))) i i).re = 1
    rw [Matrix.one_mul, hW]
    simp
  exact ⟨h.nonneg _, h1 ▸ h.le_one _⟩
```

The eigenvalue equations $Cu_j=\lambda_ju_j$ combine into $CU=U\Lambda$, where $\Lambda$ is the diagonal matrix of the $\lambda_j$.

```lean
/-- The eigenvalue equation of the correlation matrix, for all eigenvectors at once. -/
theorem mul_modes (hC : C.IsHermitian) :
    C * modes hC = modes hC * diagonal (fun j => (hC.eigenvalues j : ℂ)) := by
  ext i j
  have h := congrFun (hC.mulVec_eigenvectorBasis j) i
  rw [Matrix.mul_diagonal]
  simpa [modes, Matrix.mul_apply, Matrix.mulVec, dotProduct,
    Matrix.IsHermitian.eigenvectorUnitary_apply, mul_comm] using h
```

Therefore $\langle u_i,Cu_i\rangle=(U^\dagger U\Lambda)_{ii}=\lambda_i$.

```lean
/-- The occupation of an eigenvector of `C` is its eigenvalue. -/
theorem occupation_eigenvector (hC : C.IsHermitian) (i : n) :
    occupation (orbital hC.eigenvectorUnitary i) C = hC.eigenvalues i := by
  have hU : (modes hC)ᴴ * modes hC = 1 :=
    Matrix.mem_unitaryGroup_iff'.mp hC.eigenvectorUnitary.2
  change (((modes hC)ᴴ * (C * modes hC)) i i).re = _
  rw [mul_modes, ← Matrix.mul_assoc, hU, Matrix.one_mul, Matrix.diagonal_apply_eq,
    Complex.ofReal_re]
```

For a general frame, insert $UU^\dagger=I$:
$$\langle w_i,Cw_i\rangle=(W^\dagger U\Lambda U^\dagger W)_{ii}=\sum_j o_{ij}\lambda_j.$$

```lean
/-- The occupation of any orbital is the average of the eigenvalues of `C` weighted by the
squared overlaps. -/
theorem occupation_eq_sum (hC : C.IsHermitian) (W : Matrix.unitaryGroup n ℂ) (i : n) :
    occupation (orbital W i) C = ∑ j, overlap hC W i j * hC.eigenvalues j := by
  have hU : modes hC * (modes hC)ᴴ = 1 :=
    Matrix.mem_unitaryGroup_iff.mp hC.eigenvectorUnitary.2
  have key : ∀ (z : ℂ) (a : ℝ), (z * a * star z).re = Complex.normSq z * a := by
    intro z a
    simp [Complex.normSq_apply]
    ring
  -- insert the complete set of eigenvectors next to `C`
  have hV : (W : Matrix n n ℂ)ᴴ * (C * (W : Matrix n n ℂ)) =
      ((W : Matrix n n ℂ)ᴴ * modes hC) * diagonal (fun j => (hC.eigenvalues j : ℂ)) *
        ((W : Matrix n n ℂ)ᴴ * modes hC)ᴴ := by
    rw [Matrix.mul_assoc (W : Matrix n n ℂ)ᴴ, ← mul_modes, Matrix.conjTranspose_mul,
      Matrix.conjTranspose_conjTranspose, Matrix.mul_assoc, Matrix.mul_assoc C,
      ← Matrix.mul_assoc (modes hC), hU, Matrix.one_mul]
  change (((W : Matrix n n ℂ)ᴴ * (C * (W : Matrix n n ℂ))) i i).re = _
  rw [hV, Matrix.mul_apply, Complex.re_sum]
  refine Finset.sum_congr rfl fun j _ => ?_
  rw [Matrix.mul_diagonal, Matrix.conjTranspose_apply, key]
  rfl
```

## Jensen's inequality for one orbital

Because $W^\dagger U$ is unitary, $\sum_i o_{ij}=1$. Exchanging the sums gives $\sum_i s_i(C)=\sum_j h(\lambda_j)=S(C)$.

```lean
/-- The shares carried by the orbitals of a unitary frame add up to the entropy. -/
theorem sum_orbitalEntropy (h : IsCorrelation C) (W : Matrix.unitaryGroup n ℂ) :
    ∑ i, orbitalEntropy h W i = entropy h := by
  have key : ∀ V : Matrix n n ℂ, Vᴴ * V = 1 → ∀ j, ∑ i, Complex.normSq (V i j) = 1 := by
    intro V hV j
    have := congrArg Complex.re (congrFun (congrFun hV j) j)
    simpa [Matrix.mul_apply, Complex.normSq_apply] using this
  have hcol : ∀ j, ∑ i, overlap h.herm W i j = 1 :=
    key _ (Matrix.mem_unitaryGroup_iff'.mp (star W * h.herm.eigenvectorUnitary).2)
  unfold orbitalEntropy entropy
  rw [Finset.sum_comm]
  refine Finset.sum_congr rfl fun j _ => ?_
  rw [← Finset.sum_mul, hcol j, one_mul]
```

The rows also sum to one, so Jensen's inequality for the concave function $h$ gives
$$s_i(C)=\sum_j o_{ij}h(\lambda_j)\le h\Big(\sum_j o_{ij}\lambda_j\Big)=h(\langle w_i,Cw_i\rangle).$$
Since $h$ is strictly concave, equality forces $\lambda_j=\langle w_i,Cw_i\rangle$ whenever $o_{ij}\ne0$.

```lean
/-- The entropy share of an orbital is at most the binary entropy of its occupation; if they
agree, the orbital overlaps only with eigenvectors whose eigenvalue is that occupation. -/
theorem orbitalEntropy_le (h : IsCorrelation C) (W : Matrix.unitaryGroup n ℂ) (i : n) :
    orbitalEntropy h W i ≤ Real.binEntropy (occupation (orbital W i) C) ∧
    (orbitalEntropy h W i = Real.binEntropy (occupation (orbital W i) C) →
      ∀ j, overlap h.herm W i j ≠ 0 →
        h.herm.eigenvalues j = occupation (orbital W i) C) := by
  have key : ∀ V : Matrix n n ℂ, V * Vᴴ = 1 → ∑ j, Complex.normSq (V i j) = 1 := by
    intro V hV
    have := congrArg Complex.re (congrFun (congrFun hV i) i)
    simpa [Matrix.mul_apply, Complex.normSq_apply] using this
  have hrow : ∑ j, overlap h.herm W i j = 1 :=
    key _ (Matrix.mem_unitaryGroup_iff.mp (star W * h.herm.eigenvectorUnitary).2)
  have h0 : ∀ j ∈ Finset.univ, 0 ≤ overlap h.herm W i j := fun j _ => Complex.normSq_nonneg _
  have hmem : ∀ j ∈ Finset.univ, h.herm.eigenvalues j ∈ Set.Icc (0 : ℝ) 1 := fun j _ => by
    rw [← occupation_eigenvector]
    exact occupation_mem_Icc h _ j
  rw [occupation_eq_sum h.herm W i]
  unfold orbitalEntropy
  refine ⟨?_, fun he j hj => ?_⟩
  · simpa only [smul_eq_mul] using
      Real.strictConcave_binEntropy.concaveOn.le_map_sum h0 hrow hmem
  · have := (Real.strictConcave_binEntropy.map_sum_eq_iff' h0 hrow hmem).1
      (by simpa only [smul_eq_mul] using he.symm) j (Finset.mem_univ j) hj
    simpa only [smul_eq_mul] using this
```

Suppose equality holds for every $i$. Let $V=W^\dagger U$ and let $P$ be the diagonal matrix of occupations. Entry by entry, $V_{ij}\lambda_j=P_{ii}V_{ij}$, so $V\Lambda=PV$ and
$$C=WV\Lambda U^\dagger=WPVU^\dagger=WPW^\dagger.$$

```lean
/-- If every orbital of `W` carries the full binary entropy of its occupation, then `C` is
diagonal in the frame `W`, with the occupations on the diagonal. -/
theorem eq_diagonal_of_saturated (h : IsCorrelation C) (W : Matrix.unitaryGroup n ℂ)
    (hs : ∀ i, orbitalEntropy h W i = Real.binEntropy (occupation (orbital W i) C)) :
    C = (W : Matrix n n ℂ) * diagonal (fun i => (occupation (orbital W i) C : ℂ)) *
      (W : Matrix n n ℂ)ᴴ := by
  have hU : modes h.herm * (modes h.herm)ᴴ = 1 :=
    Matrix.mem_unitaryGroup_iff.mp h.herm.eigenvectorUnitary.2
  have hW : (W : Matrix n n ℂ) * (W : Matrix n n ℂ)ᴴ = 1 := Matrix.mem_unitaryGroup_iff.mp W.2
  -- the overlap matrix intertwines eigenvalues and occupations
  have hV : ((W : Matrix n n ℂ)ᴴ * modes h.herm) *
      diagonal (fun j => (h.herm.eigenvalues j : ℂ)) =
      diagonal (fun i => (occupation (orbital W i) C : ℂ)) *
        ((W : Matrix n n ℂ)ᴴ * modes h.herm) := by
    ext i j
    rw [Matrix.mul_diagonal, Matrix.diagonal_mul]
    by_cases hz : ((W : Matrix n n ℂ)ᴴ * modes h.herm) i j = 0
    · rw [hz, zero_mul, mul_zero]
    · rw [(orbitalEntropy_le h W i).2 (hs i) j (fun h0 => hz (Complex.normSq_eq_zero.1 h0)),
        mul_comm]
  calc C = (W : Matrix n n ℂ) * (W : Matrix n n ℂ)ᴴ * C *
        (modes h.herm * (modes h.herm)ᴴ) := by rw [hW, hU, Matrix.one_mul, Matrix.mul_one]
    _ = (W : Matrix n n ℂ) * ((W : Matrix n n ℂ)ᴴ * (C * modes h.herm)) *
        (modes h.herm)ᴴ := by simp only [Matrix.mul_assoc]
    _ = (W : Matrix n n ℂ) * (diagonal (fun i => (occupation (orbital W i) C : ℂ)) *
        ((W : Matrix n n ℂ)ᴴ * modes h.herm)) * (modes h.herm)ᴴ := by
          rw [mul_modes, ← Matrix.mul_assoc (W : Matrix n n ℂ)ᴴ, hV]
    _ = (W : Matrix n n ℂ) * diagonal (fun i => (occupation (orbital W i) C : ℂ)) *
        (W : Matrix n n ℂ)ᴴ * (modes h.herm * (modes h.herm)ᴴ) := by
          simp only [Matrix.mul_assoc]
    _ = _ := by rw [hU, Matrix.mul_one]
```

## The mixture and its equality case

Eigenvalues of a mixture are not, in general, mixtures of eigenvalues, so concavity of $h$ can't be applied to the three spectra directly. Occupations in a common frame do mix linearly. Choose $W$ to be the eigenvectors of $tC_1+(1-t)C_2$, and let $p_i,q_i$ be the occupations of $w_i$ in $C_1,C_2$. The mixture's eigenvalues are $tp_i+(1-t)q_i$, and
$$ts_i(C_1)+(1-t)s_i(C_2)\le th(p_i)+(1-t)h(q_i)\le h(tp_i+(1-t)q_i).$$
Summing over $i$ proves concavity. For finite non-interacting systems, averaging two correlation matrices before computing the entropy thus never gives less than averaging their entropies. The averaged matrix also belongs to the mixed density operator, but that operator is generally not Gaussian, and $S$ is then not its von Neumann entropy.

```lean
/-- Concavity of the free-fermion entropy: the entropy of a mixture of correlation matrices is
at least the weighted average of their entropies. -/
theorem entropy_concave (h₁ : IsCorrelation C₁) (h₂ : IsCorrelation C₂) {t : ℝ}
    (ht0 : 0 ≤ t) (ht1 : t ≤ 1) :
    t * entropy h₁ + (1 - t) * entropy h₂ ≤ entropy (h₁.mix h₂ ht0 ht1) := by
  -- work in the eigenvectors of the mixture
  let W := (h₁.mix h₂ ht0 ht1).herm.eigenvectorUnitary
  rw [← sum_orbitalEntropy h₁ W, ← sum_orbitalEntropy h₂ W, Finset.mul_sum, Finset.mul_sum,
    ← Finset.sum_add_distrib]
  refine Finset.sum_le_sum fun i _ => ?_
  rw [← occupation_eigenvector, map_add, map_smul, map_smul]
  have hc := Real.strictConcave_binEntropy.concaveOn.2 (occupation_mem_Icc h₁ W i)
    (occupation_mem_Icc h₂ W i) ht0 (sub_nonneg.2 ht1) (by ring)
  refine le_trans ?_ hc
  exact add_le_add (mul_le_mul_of_nonneg_left (orbitalEntropy_le h₁ W i).1 ht0)
    (mul_le_mul_of_nonneg_left (orbitalEntropy_le h₂ W i).1 (sub_nonneg.2 ht1))
```

Now let $0<t<1$ and suppose the two sides agree. Equality of the sums forces equality in both steps for every $i$. As both weights are positive, the first step gives $s_i(C_1)=h(p_i)$ and $s_i(C_2)=h(q_i)$, so both matrices are diagonal in $W$. Strict concavity in the second gives $p_i=q_i$, hence $C_1=C_2$. Conversely, if $C_1=C_2$, the mixture is that same matrix and equality is immediate.

```lean
/-- For a proper mixture, the entropy equals the weighted average exactly when the two
correlation matrices coincide. -/
theorem entropy_mix_eq_iff (h₁ : IsCorrelation C₁) (h₂ : IsCorrelation C₂) {t : ℝ}
    (ht0 : 0 < t) (ht1 : t < 1) :
    t * entropy h₁ + (1 - t) * entropy h₂ = entropy (h₁.mix h₂ ht0.le ht1.le) ↔ C₁ = C₂ := by
  have hs : 0 < 1 - t := sub_pos.2 ht1
  constructor
  · intro he
    let W := (h₁.mix h₂ ht0.le ht1.le).herm.eigenvectorUnitary
    have hA := fun i => (orbitalEntropy_le h₁ W i).1
    have hB := fun i => (orbitalEntropy_le h₂ W i).1
    have hc : ∀ i, t * Real.binEntropy (occupation (orbital W i) C₁) +
        (1 - t) * Real.binEntropy (occupation (orbital W i) C₂) ≤
        Real.binEntropy ((h₁.mix h₂ ht0.le ht1.le).herm.eigenvalues i) := fun i => by
      rw [← occupation_eigenvector, map_add, map_smul, map_smul]
      exact Real.strictConcave_binEntropy.concaveOn.2 (occupation_mem_Icc h₁ W i)
        (occupation_mem_Icc h₂ W i) ht0.le hs.le (by ring)
    rw [← sum_orbitalEntropy h₁ W, ← sum_orbitalEntropy h₂ W, Finset.mul_sum, Finset.mul_sum,
      ← Finset.sum_add_distrib] at he
    -- equality of the sums forces equality for each orbital
    have hp := (Finset.sum_eq_sum_iff_of_le (fun i _ => by
      nlinarith [hc i, mul_le_mul_of_nonneg_left (hA i) ht0.le,
        mul_le_mul_of_nonneg_left (hB i) hs.le])).1 he
    have e₁ := eq_diagonal_of_saturated h₁ W fun i => le_antisymm (hA i) <| by
      by_contra hlt
      nlinarith [hc i, hp i (Finset.mem_univ i), mul_lt_mul_of_pos_left (not_le.1 hlt) ht0,
        mul_le_mul_of_nonneg_left (hB i) hs.le]
    have e₂ := eq_diagonal_of_saturated h₂ W fun i => le_antisymm (hB i) <| by
      by_contra hlt
      nlinarith [hc i, hp i (Finset.mem_univ i), mul_lt_mul_of_pos_left (not_le.1 hlt) hs,
        mul_le_mul_of_nonneg_left (hA i) ht0.le]
    -- strict concavity makes the two occupations of each orbital agree
    have hxy : ∀ i, occupation (orbital W i) C₁ = occupation (orbital W i) C₂ := fun i => by
      by_contra hne
      have hlt := Real.strictConcave_binEntropy.2 (occupation_mem_Icc h₁ W i)
        (occupation_mem_Icc h₂ W i) hne ht0 hs (by ring)
      have hi := hp i (Finset.mem_univ i)
      rw [← occupation_eigenvector, map_add, map_smul, map_smul] at hi
      have hle := add_le_add (mul_le_mul_of_nonneg_left (hA i) ht0.le)
        (mul_le_mul_of_nonneg_left (hB i) hs.le)
      exact absurd (hi.symm.le.trans hle) (not_le_of_gt hlt)
    simp only [hxy] at e₁
    exact e₁.trans e₂.symm
  · intro hC
    have aux : ∀ (A B : Matrix n n ℂ) (hA : IsCorrelation A) (hB : IsCorrelation B),
        A = B → entropy hA = entropy hB := by
      rintro A _ hA hB rfl
      rfl
    subst hC
    rw [aux _ _ (h₁.mix h₂ ht0.le ht1.le) h₁ (by module)]
    ring

end

end FreeFermionEntropyConcavity
```

```lean
#print axioms FreeFermionEntropyConcavity.entropy_concave
-- 'FreeFermionEntropyConcavity.entropy_concave' depends on axioms: [propext, Classical.choice, Quot.sound]
#print axioms FreeFermionEntropyConcavity.entropy_mix_eq_iff
-- 'FreeFermionEntropyConcavity.entropy_mix_eq_iff' depends on axioms: [propext, Classical.choice, Quot.sound]
```
